# Filling the lowest levels minimises the energy of independent fermions

A zero-temperature calculation commonly sorts its one-particle energies, fills the lowest ones and adds them up. If some fractional filling had a lower energy, that sum would be too high and the filling would not be a ground state. A second failure is quieter: if several fillings share the lowest energy, two runs can agree on the energy and still report different occupations, and possibly different densities.

For a finite list of fixed levels, with at least one particle and fewer particles than levels, the first failure never occurs. The second can occur exactly when the highest filled level and the lowest empty one have the same energy.

## Levels, occupations and energy

Take n levels with real energies, numbered from zero and sorted:

e_0 ≤ e_1 ≤ … ≤ e_(n−1).

Equal neighbours are allowed. The comments in the code count levels from one, so their "level N + 1" is e_N here.

```lean
import Mathlib

open Finset

namespace AufbauPrinciple
```

Let N be the number of particles and p_i the mean occupation of level i. The Pauli principle and the particle number require

0 ≤ p_i ≤ 1 for every i, and Σ_i p_i = N.

```lean
/-- Occupations of `n` levels by `N` fermions: each lies between 0 and 1, and they add up
to `N`. -/
structure IsOccupation {n : ℕ} (N : ℕ) (p : Fin n → ℝ) : Prop where
  nonneg : ∀ i, 0 ≤ p i
  le_one : ∀ i, p i ≤ 1
  sum_eq : ∑ i, p i = (N : ℝ)
```

The levels are indexed by `Fin n`, the numbers 0, …, n−1, and `IsOccupation N p` bundles the three conditions. A level holds at most one particle, so it is a single spin-orbital; a doubly occupied spatial orbital enters as two levels of equal energy. Smearing schemes that produce occupations below 0 or above 1 do not satisfy these conditions.

The particles are independent, so the energy is the occupation-weighted sum of the levels:

E[p] = Σ_i e_i p_i.

```lean
/-- The energy of independent particles with level energies `e` and occupations `p`. -/
def bandEnergy {n : ℕ} (e p : Fin n → ℝ) : ℝ := ∑ i, e i * p i
```

The energies `e` do not depend on `p`. In a self-consistent calculation the statement therefore applies to the band energy at one fixed set of eigenvalues, and not to the total energy, whose levels move with the density. All levels also carry equal weight, so unequal k-point weights are not covered.

## The step filling and its energy

The candidate for the minimum is the filling s with

s_i = 1 for i < N, and s_i = 0 for i ≥ N.

```lean
/-- The step filling: the first `N` levels are full and the others are empty. -/
noncomputable def stepFilling {n : ℕ} (N : ℕ) (i : Fin n) : ℝ :=
  if i.val < N then 1 else 0
```

Its values are 0 and 1, so the Pauli bounds hold. If N ≤ n, exactly N of the indices 0, …, n−1 lie below N, and

Σ_i s_i = N.

```lean
/-- The step filling is an admissible occupation by `N` particles if there are at least
`N` levels. -/
theorem stepFilling_isOccupation {n N : ℕ} (hN : N ≤ n) :
    IsOccupation N (stepFilling N : Fin n → ℝ) where
  nonneg i := by unfold stepFilling; split_ifs <;> norm_num
  le_one i := by unfold stepFilling; split_ifs <;> norm_num
  sum_eq := by
    have h := Fin.sum_univ_eq_sum_range (fun k => if k < N then (1 : ℝ) else 0) n
    have hf : (range n).filter (fun k => k < N) = range N := by
      ext k
      simp only [mem_filter, mem_range]
      omega
    calc ∑ i : Fin n, stepFilling N i
        = ∑ k ∈ range n, (if k < N then (1 : ℝ) else 0) := h
      _ = (N : ℝ) := by rw [sum_boole, hf, card_range]
```

The proof rewrites the sum over `Fin n` as a sum over the natural numbers below n and counts those that are also below N.

In the energy, each full level contributes e_i and each empty level contributes nothing:

E[s] = e_0 + e_1 + … + e_(N−1).

```lean
/-- The energy of the step filling is the sum of the first `N` level energies. -/
theorem bandEnergy_stepFilling {n : ℕ} (N : ℕ) (e : Fin n → ℝ) :
    bandEnergy e (stepFilling N) = ∑ i : Fin n with i.val < N, e i := by
  simp only [bandEnergy, stepFilling, sum_filter, mul_ite, mul_one, mul_zero]
```

The right-hand side of the Lean statement is the sum of `e i` over all `i` with `i.val < N`. Once the levels are sorted, these are N lowest energies.

## Measuring energies from a reference level

Let p be any admissible occupation and μ any real number. Expanding the product gives

Σ_i (e_i − μ)(p_i − s_i) = (Σ_i e_i p_i − Σ_i e_i s_i) − μ (Σ_i p_i − Σ_i s_i).

Both fillings contain N particles, so the last bracket is N − N = 0, and

E[p] − E[s] = Σ_i (e_i − μ)(p_i − s_i).

```lean
/-- The energy of an occupation relative to the step filling can be computed with all levels
measured from an arbitrary reference energy `μ`. -/
theorem excess_energy {n N : ℕ} (hN : N ≤ n) {p : Fin n → ℝ} (hp : IsOccupation N p)
    (e : Fin n → ℝ) (μ : ℝ) :
    bandEnergy e p - bandEnergy e (stepFilling N)
      = ∑ i, (e i - μ) * (p i - stepFilling N i) := by
  have hs := (stepFilling_isOccupation hN).sum_eq
  have key : ∑ i, (e i - μ) * (p i - stepFilling N i)
      = (∑ i, e i * p i - ∑ i, e i * stepFilling N i)
        - μ * (∑ i, p i - ∑ i : Fin n, stepFilling N i) := by
    rw [← sum_sub_distrib, ← sum_sub_distrib, mul_sum, ← sum_sub_distrib]
    exact sum_congr rfl (fun i _ => by ring)
  -- the reference energy drops out because the particle numbers agree
  rw [key, hp.sum_eq, hs]
  unfold bandEnergy
  ring
```

The intermediate equation `key` is the expansion above. The two particle numbers are then substituted, and μ disappears. Sorting plays no part yet.

Now choose μ = e_N, the lowest level that s leaves empty. There are two cases.

For i < N, sorting gives e_i − e_N ≤ 0, and the Pauli bound gives p_i − s_i = p_i − 1 ≤ 0. The product of two nonpositive numbers is nonnegative.

For i ≥ N, sorting gives e_i − e_N ≥ 0, and p_i − s_i = p_i ≥ 0. The product is again nonnegative.

```lean
/-- For levels in nondecreasing order, measured from level `N + 1`, every level contributes a
nonnegative amount to the excess energy. -/
theorem excess_term_nonneg {n N : ℕ} {e p : Fin n → ℝ} (he : Monotone e)
    (hp : IsOccupation N p) (lumo : Fin n) (hl : lumo.val = N) (i : Fin n) :
    0 ≤ (e i - e lumo) * (p i - stepFilling N i) := by
  by_cases h : i.val < N
  · have hi : i ≤ lumo := Fin.le_def.mpr (by omega)
    rw [stepFilling, if_pos h]
    nlinarith [mul_nonneg (sub_nonneg.2 (he hi)) (sub_nonneg.2 (hp.le_one i))]
  · have hi : lumo ≤ i := Fin.le_def.mpr (by omega)
    rw [stepFilling, if_neg h, sub_zero]
    exact mul_nonneg (sub_nonneg.2 (he hi)) (hp.nonneg i)
```

Sorting is the hypothesis `Monotone e`. The level e_N appears as an index `lumo` in `Fin n` with `lumo.val = N`; since such an index exists, N < n. The case split on `i.val < N` is the one made above. In the first case `nlinarith` receives the product (e_N − e_i)(1 − p_i) ≥ 0, which is the required term with both signs reversed.

## Which occupations reach the minimum

Suppose E[p] = E[s]. The nonnegative terms then add up to zero, so each of them vanishes:

(e_i − e_N)(p_i − s_i) = 0 for every i.

If e_i < e_N, then i < N, because sorting would otherwise give e_N ≤ e_i. Hence s_i = 1, and since the first factor is not zero, p_i = 1. If e_i > e_N, then i > N in the same way, so s_i = 0 and p_i = 0. If e_i = e_N, the first factor vanishes and the equation says nothing about p_i.

Conversely, if p is full below e_N and empty above it, every term vanishes and the energies agree. Therefore

E[p] = E[s] exactly when p_i = 1 for all e_i < e_N and p_i = 0 for all e_i > e_N.

```lean
/-- For levels in nondecreasing order, an occupation has the energy of the step filling exactly when
all levels below the energy of level `N + 1` are full and all levels above that energy are empty. -/
theorem energy_eq_iff {n N : ℕ} {e p : Fin n → ℝ} (he : Monotone e)
    (hp : IsOccupation N p) (lumo : Fin n) (hl : lumo.val = N) :
    bandEnergy e p = bandEnergy e (stepFilling N) ↔
      ∀ i, (e i < e lumo → p i = 1) ∧ (e lumo < e i → p i = 0) := by
  have hN : N ≤ n := by have := lumo.isLt; omega
  have below : ∀ i, e i < e lumo → stepFilling N i = 1 := by
    intro i hlt
    refine if_pos ?_
    by_contra hc
    have hi : lumo ≤ i := Fin.le_def.mpr (by omega)
    exact not_le_of_gt hlt (he hi)
  have above : ∀ i, e lumo < e i → stepFilling N i = 0 := by
    intro i hlt
    refine if_neg ?_
    intro hc
    have hi : i ≤ lumo := Fin.le_def.mpr (by omega)
    exact not_le_of_gt hlt (he hi)
  -- a sum of nonnegative terms vanishes only term by term
  rw [← sub_eq_zero, excess_energy hN hp e (e lumo),
    sum_eq_zero_iff_of_nonneg (fun i _ => excess_term_nonneg he hp lumo hl i)]
  constructor
  · intro h i
    have hi : (e i - e lumo) * (p i - stepFilling N i) = 0 := h i (mem_univ i)
    constructor
    · intro hlt
      rw [below i hlt] at hi
      rcases mul_eq_zero.mp hi with h0 | h0 <;> linarith
    · intro hlt
      rw [above i hlt] at hi
      rcases mul_eq_zero.mp hi with h0 | h0 <;> linarith
  · intro h i _
    rcases lt_trichotomy (e i) (e lumo) with hlt | heq | hgt
    · rw [below i hlt, (h i).1 hlt, sub_self, mul_zero]
    · rw [heq, sub_self, zero_mul]
    · rw [above i hgt, (h i).2 hgt, sub_self, mul_zero]
```

The auxiliary facts `below` and `above` give the values of s on the two sides of e_N. The rewrite with `sum_eq_zero_iff_of_nonneg` passes from a vanishing sum to vanishing terms, and the converse runs through the three possible orderings of e_i and e_N.

Levels exactly at e_N may share the remaining particles in any way that respects the Pauli bounds and the total N. If e_(N−1) = e_N, a code has to choose among several such fillings, and the band energy of these fixed levels gives it no preference.

## The minimum, and the gap that makes it unique

The excess energy is a sum of nonnegative terms, so

E[p] ≥ e_0 + e_1 + … + e_(N−1).

Now assume a gap, e_(N−1) < e_N, and equality in this bound. Every i < N satisfies e_i ≤ e_(N−1) < e_N, so p_i = 1 by the characterisation of the minimisers. For i ≥ N we have p_i ≥ 0 = s_i. Thus p_i ≥ s_i for every level, while

Σ_i p_i = Σ_i s_i = N.

A strict inequality at any level would make the first sum larger than the second, so p = s.

```lean
/-- **Aufbau principle.** Let the levels be in nondecreasing order, with at least one particle and
fewer particles than levels. No occupation by `N` particles has an energy below the sum of the `N`
lowest levels; if level `N` lies strictly below level `N + 1`, only the step filling attains this
sum. -/
theorem aufbau_principle {n N : ℕ} {e p : Fin n → ℝ} (he : Monotone e)
    (hp : IsOccupation N p) (homo lumo : Fin n) (hh : homo.val + 1 = N)
    (hl : lumo.val = N) :
    (∑ i : Fin n with i.val < N, e i) ≤ bandEnergy e p ∧
      (e homo < e lumo →
        bandEnergy e p = (∑ i : Fin n with i.val < N, e i) → p = stepFilling N) := by
  have hN : N ≤ n := by have := lumo.isLt; omega
  rw [← bandEnergy_stepFilling]
  constructor
  · have h := excess_energy hN hp e (e lumo)
    have h0 := sum_nonneg (fun i (_ : i ∈ (univ : Finset (Fin n))) =>
      excess_term_nonneg he hp lumo hl i)
    linarith
  · intro gap heq
    have hfull := (energy_eq_iff he hp lumo hl).mp heq
    -- the first N levels are full, so p is nowhere below the step filling
    have hle : ∀ i ∈ (univ : Finset (Fin n)), stepFilling N i ≤ p i := by
      intro i _
      by_cases h : i.val < N
      · have hi : i ≤ homo := Fin.le_def.mpr (by omega)
        rw [stepFilling, if_pos h, (hfull i).1 (lt_of_le_of_lt (he hi) gap)]
      · rw [stepFilling, if_neg h]
        exact hp.nonneg i
    -- equal particle numbers leave no room for a difference
    have hsum : ∑ i : Fin n, stepFilling N i = ∑ i, p i :=
      (stepFilling_isOccupation hN).sum_eq.trans hp.sum_eq.symm
    funext i
    exact ((sum_eq_sum_iff_of_le hle).mp hsum i (mem_univ i)).symm
```

The hypotheses name two indices: `homo`, with `homo.val + 1 = N`, and `lumo`, with `lumo.val = N`. Together they express 0 < N < n. The first half of the conclusion holds with or without a gap; the gap `e homo < e lumo` is a condition of the second half only. In the proof, `hle` states that p is nowhere below s, and `sum_eq_sum_iff_of_le` turns equal totals into equality at each level.

The aufbau rule taught for atoms also prescribes an order of the subshells. Here the order is an input: the energies are given, and the theorem says how to fill them.

Without a gap, uniqueness fails. Sorting and the absence of a gap give e_(N−1) = e_N. Move the particle from level N−1 to level N, which defines a filling q with

q_(N−1) = 0, q_N = 1, and q_i = s_i for all other i.

It has the same number of particles and respects the Pauli bounds. Its energy is

E[q] = E[s] + e_N − e_(N−1) = E[s],

although q differs from s. Hence s is the only minimiser exactly when e_(N−1) < e_N.

```lean
/-- For levels in nondecreasing order, the step filling is the only occupation with its energy
exactly when level `N` lies strictly below level `N + 1`. -/
theorem unique_iff_gap {n N : ℕ} {e : Fin n → ℝ} (he : Monotone e)
    (homo lumo : Fin n) (hh : homo.val + 1 = N) (hl : lumo.val = N) :
    (∀ p : Fin n → ℝ, IsOccupation N p →
      bandEnergy e p = bandEnergy e (stepFilling N) → p = stepFilling N) ↔
      e homo < e lumo := by
  have hN : N ≤ n := by have := lumo.isLt; omega
  constructor
  · intro huniq
    by_contra hgap
    have hi : homo ≤ lumo := Fin.le_def.mpr (by omega)
    have hdeg : e homo = e lumo := le_antisymm (he hi) (not_lt.mp hgap)
    have hs := stepFilling_isOccupation hN
    -- exchange the occupations of the two degenerate levels
    have hocc : IsOccupation N (fun i => stepFilling N (Equiv.swap homo lumo i)) :=
      ⟨fun i => hs.nonneg _, fun i => hs.le_one _,
        (Equiv.sum_comp (Equiv.swap homo lumo) (stepFilling N)).trans hs.sum_eq⟩
    have hswap : ∀ i, e (Equiv.swap homo lumo i) = e i := by
      intro i
      by_cases h1 : i = homo
      · rw [h1, Equiv.swap_apply_left, hdeg]
      · by_cases h2 : i = lumo
        · rw [h2, Equiv.swap_apply_right, hdeg]
        · rw [Equiv.swap_apply_of_ne_of_ne h1 h2]
    have hE : bandEnergy e (fun i => stepFilling N (Equiv.swap homo lumo i))
        = bandEnergy e (stepFilling N) := by
      unfold bandEnergy
      rw [← Equiv.sum_comp (Equiv.swap homo lumo) (fun i => e i * stepFilling N i)]
      exact sum_congr rfl (fun i _ => by rw [hswap i])
    have h := congrFun (huniq _ hocc hE) homo
    have h1 : homo.val < N := by omega
    have h2 : ¬ lumo.val < N := by omega
    simp only [Equiv.swap_apply_left, stepFilling, if_pos h1, if_neg h2] at h
    exact zero_ne_one h
  · intro gap p hp heq
    exact (aufbau_principle he hp homo lumo hh hl).2 gap
      (heq.trans (bandEnergy_stepFilling N e))

end AufbauPrinciple
```

In Lean, q is the step filling composed with `Equiv.swap homo lumo`, the exchange of the two indices. Reordering a sum does not change it, which gives the particle number; `hswap` says that the exchange leaves the energies unchanged, which gives E[q] = E[s]. If s were the only minimiser, q and s would agree at `homo`, and this reads 0 = 1. The other direction is the second half of `aufbau_principle`.

## Two levels and one particle

The smallest case has n = 2 and N = 1. An occupation is then fixed by one number x between 0 and 1:

p_0 = 1 − x, p_1 = x.

Its energy is

E[p] = (1 − x) e_0 + x e_1 = e_0 + x (e_1 − e_0).

Since e_1 ≥ e_0, this is never below e_0. With a gap, only x = 0 reaches e_0. Without one, every x gives the same energy, and the exchanged filling q is the endpoint x = 1. The formula also shows the work done by the Pauli bounds: with a gap, a negative x would push the energy below e_0.

```lean
#print axioms AufbauPrinciple.bandEnergy_stepFilling
#print axioms AufbauPrinciple.unique_iff_gap
```

```
'AufbauPrinciple.bandEnergy_stepFilling' depends on axioms: [propext, Classical.choice, Quot.sound]
'AufbauPrinciple.unique_iff_gap' depends on axioms: [propext, Classical.choice, Quot.sound]
```
